# Merging bath levels of nonnegative weight at their centroid: a second-order error bound

## Bath levels, weights and the centroid

An impurity is coupled to finitely many bath levels, labelled by $k$ in a finite set $s$. Level $k$ has a real energy $e_k$ and a real weight $a_k$. For an impurity with one orbital, $a_k=|V_k|^2$ is the squared modulus of the hopping amplitude between impurity and level, so $a_k\ge 0$. The hybridization function at a complex frequency $z$ is

$$\Delta(z)=\sum_{k\in s}\frac{a_k}{z-e_k}.$$

The total weight is $W=\sum_k a_k$. A centroid is a real energy $m$ with $\sum_k a_k e_k = Wm$; for $W\neq 0$ this is the weighted mean energy. The spread about a real energy $x$ is $S(x)=\sum_k a_k(e_k-x)^2$. Frequencies lie in the upper half-plane, and $y=\operatorname{Im} z>0$. With $\hbar=1$ and energies measured from the chemical potential, a positive Matsubara frequency $\omega_n$ corresponds to $z=i\omega_n$ and $y=\omega_n$.

## The error of a single merged level

If every $a_k\ge0$ and all $e_k$ lie in an interval $[L,L+h]$, then replacing them by one level of weight $W$ at $m$ costs at most

$$\left|\Delta(z)-\frac{W}{z-m}\right|\le\frac{Wh^2}{4y^3}.$$

To derive this, expand each resolvent about $m$, keeping the remainder exactly:

$$\frac{1}{z-e_k}=\frac{1}{z-m}+\frac{e_k-m}{(z-m)^2}+\frac{(e_k-m)^2}{(z-m)^2(z-e_k)}.$$

Multiplying by $(z-m)^2(z-e_k)$ and writing $u=z-m$, $\delta=e_k-m$ turns the right side into $u(u-\delta)+\delta(u-\delta)+\delta^2=u^2$, which is also the left side. Now multiply by $a_k$ and sum. The first term gives $W/(z-m)$. The second vanishes, because $\sum_k a_k(e_k-m)=Wm-Wm=0$. What is left is

$$\Delta(z)-\frac{W}{z-m}=\sum_{k\in s}\frac{a_k(e_k-m)^2}{(z-m)^2(z-e_k)}.$$

For real $x$ the imaginary part of $z-x$ is $y$, so $|z-x|\ge y$. Each denominator therefore has modulus at least $y^3$, and the error is at most $S(m)/y^3$.

It remains to bound $S(m)$. Writing $e_k-x=(e_k-m)+(m-x)$ and using the centroid condition to remove the cross term gives the parallel-axis identity

$$S(x)=S(m)+W(m-x)^2 .$$

Take $x=L+h/2$, the midpoint. No level is farther from it than $h/2$, so $S(x)\le Wh^2/4$. Since $W(m-x)^2\ge0$, also $S(m)\le Wh^2/4$, and the bound follows.

In the smallest nontrivial case, a single level of positive weight, the centroid is the level's own energy. One can take $h=0$, and both the error and the bound are zero.

## Whole baths, and a pair that fixes the constant

Suppose a bath with nonnegative weights is divided into finitely many cells $j$, each within an interval of length $h$, and each cell is merged at its own centroid. The errors add, the triangle inequality applies, and the cell weights sum to $W$. The total error is again at most $Wh^2/(4y^3)$.

For two levels at $\varepsilon\pm d$, each of weight $W/2$, the centroid is $\varepsilon$. At $z=\varepsilon+iy$,

$$\frac{W}{2}\left(\frac{1}{iy+d}+\frac{1}{iy-d}\right)-\frac{W}{iy}
=-\frac{iWy}{y^2+d^2}+\frac{iW}{y}
=\frac{iWd^2}{y(y^2+d^2)} .$$

With $h=2d$ the bound is $Wd^2/y^3$, so the ratio of error to bound is $y^2/(y^2+d^2)$ for $W,d>0$. It tends to $1$ as $d\to0$, and hence no constant below $1/4$ works for all widths.

Some impurity solvers, such as exact diagonalization, represent the bath by a few levels. If these are obtained by merging the levels of a larger finite non-interacting bath at cell centroids, the estimate bounds the change in the hybridization function. It does not apply to bath parameters found by a fit, as is common in exact-diagonalization DMFT. It does not bound the resulting change in the interacting impurity's Green function or self-energy.

## Lean definitions of the bath quantities

The label type `ι` is arbitrary, and `κ` will label cells.

```lean
import Mathlib

open Finset

namespace BathDiscretization

noncomputable section

variable {ι κ : Type*}
```

The bath is a `Finset` of labels with real-valued functions `a` and `e`. The function `hybridization` is $\Delta(z)$, with the real data cast to complex numbers. A continuous bath density would require an integral in place of this sum.

```lean
/-- Hybridization function of the bath levels `k ∈ s` with weights `a k` and energies `e k`,
at a complex frequency `z` different from every level energy. -/
def hybridization (s : Finset ι) (a e : ι → ℝ) (z : ℂ) : ℂ :=
  ∑ k ∈ s, (a k : ℂ) / (z - (e k : ℂ))
```

The total weight $W$ is `weight s a`.

```lean
/-- Total weight of the bath levels in `s`. -/
def weight (s : Finset ι) (a : ι → ℝ) : ℝ := ∑ k ∈ s, a k
```

The centroid is a condition on `m`, stated without division. If all weights vanish, every `m` satisfies it, which does no harm because the merged level then has weight zero.

```lean
/-- The energy `m` is a centroid of the levels: the first moment of the weights equals
the total weight times `m`. -/
def IsCentroid (s : Finset ι) (a e : ι → ℝ) (m : ℝ) : Prop :=
  ∑ k ∈ s, a k * e k = weight s a * m
```

The spread $S(m)$ takes its reference energy as an argument, so the same definition serves for the centroid and for the midpoint.

```lean
/-- Second moment of the weights about the energy `m`. -/
def spread (s : Finset ι) (a e : ι → ℝ) (m : ℝ) : ℝ :=
  ∑ k ∈ s, a k * (e k - m) ^ 2
```

A map `c` assigns every level to a cell, and `cell s c j` collects the levels sent to `j`. A level on the border between two intervals is thus counted once.

```lean
/-- The levels of `s` that the map `c` assigns to the energy cell `j`. -/
def cell [DecidableEq κ] (s : Finset ι) (c : ι → κ) (j : κ) : Finset ι :=
  s.filter (fun k => c k = j)
```

The next lemma recovers the usual formula for the mean when $W\ne0$.

```lean
/-- For nonzero total weight, the centroid is the weighted mean energy. -/
theorem isCentroid_iff {s : Finset ι} {a e : ι → ℝ} {m : ℝ} (hW : weight s a ≠ 0) :
    IsCentroid s a e m ↔ m = (∑ k ∈ s, a k * e k) / weight s a := by
  unfold IsCentroid
  rw [eq_div_iff hW]
  constructor <;> intro h <;> linarith
```

## The exact remainder and its size

The inequality $y\le|z-x|$ for real $x$ comes from comparing a complex number's modulus with its imaginary part.

```lean
/-- The distance of a complex frequency from a real energy is at least its imaginary part. -/
theorem im_le_norm_sub (z : ℂ) (x : ℝ) : z.im ≤ ‖z - (x : ℂ)‖ := by
  have h := (le_abs_self _).trans (Complex.abs_im_le_norm (z - (x : ℂ)))
  simpa only [Complex.sub_im, Complex.ofReal_im, sub_zero] using h
```

The remainder formula needs no sign condition on the weights. In the proof, `hne` says that no denominator vanishes, `h1` is the expansion of one resolvent, checked by clearing denominators, and `h2` is the cancellation of the first-order term. Summing `h1` over the bath and inserting `h2` gives the identity.

```lean
/-- Exact error of merging levels at their centroid, for a frequency in the upper half-plane: every
remaining term carries the square of a displacement `e k - m`. -/
theorem merge_error_eq {s : Finset ι} {a e : ι → ℝ} {m : ℝ} {z : ℂ}
    (hm : IsCentroid s a e m) (hz : 0 < z.im) :
    hybridization s a e z - (weight s a : ℂ) / (z - (m : ℂ)) =
      ∑ k ∈ s, (a k : ℂ) * ((e k : ℂ) - m) ^ 2 / ((z - m) ^ 2 * (z - e k)) := by
  have hne : ∀ x : ℝ, z - (x : ℂ) ≠ 0 := fun x =>
    norm_pos_iff.1 (hz.trans_le (im_le_norm_sub z x))
  -- expand each resolvent about the centroid
  have h1 : ∀ k ∈ s, (a k : ℂ) / (z - (e k : ℂ)) =
      (a k : ℂ) / (z - m) + ((a k : ℂ) * e k - (a k : ℂ) * m) / (z - m) ^ 2
        + (a k : ℂ) * ((e k : ℂ) - m) ^ 2 / ((z - m) ^ 2 * (z - e k)) := by
    intro k _
    have hk := hne (e k)
    have hm0 := hne m
    field_simp
    ring
  -- the first-order term vanishes
  have h2 : ∑ k ∈ s, ((a k : ℂ) * e k - (a k : ℂ) * m) = 0 := by
    have hc : ∑ k ∈ s, (a k : ℂ) * e k = (∑ k ∈ s, (a k : ℂ)) * m := by
      unfold IsCentroid weight at hm
      exact_mod_cast hm
    rw [Finset.sum_sub_distrib, ← Finset.sum_mul, hc, sub_self]
  unfold hybridization weight
  rw [Finset.sum_congr rfl h1, Finset.sum_add_distrib, Finset.sum_add_distrib,
    ← Finset.sum_div, ← Finset.sum_div, h2]
  push_cast
  ring
```

Nonnegative weights enter with the norm estimate. The triangle inequality reduces it to one level at a time; `hn` evaluates the modulus of the numerator and `hden` bounds the denominator below by $y^3$.

```lean
/-- For nonnegative weights and a frequency in the upper half-plane, the merging error is at
most the second moment about the centroid divided by the cube of `Im z`. -/
theorem merge_error_le_spread {s : Finset ι} {a e : ι → ℝ} {m : ℝ} {z : ℂ}
    (ha : ∀ k ∈ s, 0 ≤ a k) (hm : IsCentroid s a e m) (hz : 0 < z.im) :
    ‖hybridization s a e z - (weight s a : ℂ) / (z - (m : ℂ))‖ ≤
      spread s a e m / z.im ^ 3 := by
  rw [merge_error_eq hm hz, spread, Finset.sum_div]
  refine (norm_sum_le _ _).trans (Finset.sum_le_sum fun k hk => ?_)
  have h0 : 0 ≤ a k * (e k - m) ^ 2 := mul_nonneg (ha k hk) (sq_nonneg _)
  have hn : ‖(a k : ℂ) * ((e k : ℂ) - m) ^ 2‖ = a k * (e k - m) ^ 2 := by
    rw [← Complex.ofReal_sub, ← Complex.ofReal_pow, ← Complex.ofReal_mul,
      Complex.norm_real, Real.norm_of_nonneg h0]
  have hden : z.im ^ 3 ≤ ‖z - (m : ℂ)‖ ^ 2 * ‖z - (e k : ℂ)‖ := by
    calc z.im ^ 3 = z.im ^ 2 * z.im := by ring
      _ ≤ _ := mul_le_mul (pow_le_pow_left₀ hz.le (im_le_norm_sub z m) 2)
        (im_le_norm_sub z (e k)) hz.le (by positivity)
  rw [norm_div, hn, norm_mul, norm_pow]
  exact div_le_div_of_nonneg_left h0 (pow_pos hz 3) hden
```

## From the spread to the interval length

The parallel-axis identity is proved by writing each $(e_k-x)^2$ as $(e_k-m)^2$ plus a multiple of $e_k$ and a constant, multiplying by $a_k$, summing, and replacing the first moment by $Wm$.

```lean
/-- Parallel-axis identity: the second moment about any energy `x` is the one about the
centroid plus the total weight times the squared distance from `x` to the centroid. -/
theorem parallel_axis {s : Finset ι} {a e : ι → ℝ} {m : ℝ}
    (hm : IsCentroid s a e m) (x : ℝ) :
    spread s a e x = spread s a e m + weight s a * (m - x) ^ 2 := by
  have h1 : ∀ k ∈ s, a k * (e k - x) ^ 2 = a k * (e k - m) ^ 2
      + 2 * (m - x) * (a k * e k) + ((m - x) ^ 2 - 2 * (m - x) * m) * a k := by
    intro k _
    ring
  have hm' : ∑ k ∈ s, a k * e k = weight s a * m := hm
  unfold spread
  rw [Finset.sum_congr rfl h1, Finset.sum_add_distrib, Finset.sum_add_distrib,
    ← Finset.mul_sum, ← Finset.mul_sum, hm']
  unfold weight
  ring
```

In the main theorem, `he` places every level in the closed interval $[L,L+h]$. The step `hb` is the midpoint estimate: it follows from $(e_k-L)(L+h-e_k)\ge0$, which rearranges to $(e_k-L-h/2)^2\le h^2/4$. The step `hs` transfers the estimate to the centroid, and the final chain combines it with the previous error bound. For $W>0$ and $h>0$ the bound grows without limit as $y\to0$, so it gives no control on the real axis.

```lean
/-- Main bound: levels with nonnegative weights in an interval of length `h` can be merged at
their centroid with an error of at most `W h² / (4 y³)`, where `W` is the total weight and
`y = Im z > 0`. -/
theorem merge_error_le {s : Finset ι} {a e : ι → ℝ} {m L h : ℝ} {z : ℂ}
    (ha : ∀ k ∈ s, 0 ≤ a k) (he : ∀ k ∈ s, e k ∈ Set.Icc L (L + h))
    (hm : IsCentroid s a e m) (hz : 0 < z.im) :
    ‖hybridization s a e z - (weight s a : ℂ) / (z - (m : ℂ))‖ ≤
      weight s a * h ^ 2 / (4 * z.im ^ 3) := by
  -- about the midpoint, no level is farther away than h / 2
  have hb : spread s a e (L + h / 2) ≤ weight s a * (h ^ 2 / 4) := by
    rw [spread, weight, Finset.sum_mul]
    refine Finset.sum_le_sum fun k hk => mul_le_mul_of_nonneg_left ?_ (ha k hk)
    obtain ⟨h1, h2⟩ := he k hk
    nlinarith [mul_nonneg (sub_nonneg.2 h1) (sub_nonneg.2 h2)]
  have hW : 0 ≤ weight s a := Finset.sum_nonneg ha
  have hs : spread s a e m ≤ weight s a * h ^ 2 / 4 := by
    have hp := parallel_axis hm (L + h / 2)
    have hq := mul_nonneg hW (sq_nonneg (m - (L + h / 2)))
    linarith
  calc _ ≤ spread s a e m / z.im ^ 3 := merge_error_le_spread ha hm hz
    _ ≤ weight s a * h ^ 2 / 4 / z.im ^ 3 := by gcongr
    _ = _ := by rw [div_div]
```

## Merging cell by cell

Here `L j` is the left end of the interval for cell `j`, and `m j` is a centroid of that cell. The intervals share the length `h` but may overlap. The coarse bath is itself a `hybridization`, with one level per cell. An empty cell contributes a level of weight zero.

The steps `h1` and `h2` regroup the hybridization function and the total weight by cells. Then `h3` writes the total error as a sum of cell errors, and the main theorem is applied to each.

```lean
/-- A bath with nonnegative weights is divided into finitely many cells of length `h`, and each cell
is merged at its centroid. For `Im z > 0` the total error is at most `W h² / (4 y³)`, where `W` is
the weight of the whole bath and `y = Im z`. -/
theorem discretization_error_le [Fintype κ] [DecidableEq κ] {s : Finset ι} {a e : ι → ℝ}
    {c : ι → κ} {m L : κ → ℝ} {h : ℝ} {z : ℂ} (ha : ∀ k ∈ s, 0 ≤ a k)
    (he : ∀ k ∈ s, e k ∈ Set.Icc (L (c k)) (L (c k) + h))
    (hm : ∀ j, IsCentroid (cell s c j) a e (m j)) (hz : 0 < z.im) :
    ‖hybridization s a e z - hybridization univ (fun j => weight (cell s c j) a) m z‖ ≤
      weight s a * h ^ 2 / (4 * z.im ^ 3) := by
  have h1 : ∑ j, hybridization (cell s c j) a e z = hybridization s a e z :=
    Finset.sum_fiberwise s c _
  have h2 : ∑ j, weight (cell s c j) a = weight s a := Finset.sum_fiberwise s c _
  have h3 : hybridization s a e z - hybridization univ (fun j => weight (cell s c j) a) m z =
      ∑ j, (hybridization (cell s c j) a e z
        - (weight (cell s c j) a : ℂ) / (z - (m j : ℂ))) := by
    rw [Finset.sum_sub_distrib, h1]
    rfl
  rw [h3, ← h2, Finset.sum_mul, Finset.sum_div]
  refine (norm_sum_le _ _).trans (Finset.sum_le_sum fun j _ => ?_)
  refine merge_error_le (L := L j) (fun k hk => ha k (Finset.mem_filter.1 hk).1)
    (fun k hk => ?_) (hm j) hz
  obtain ⟨hks, hkj⟩ := Finset.mem_filter.1 hk
  have hek := he k hks
  rwa [hkj] at hek
```

## The symmetric pair and the constant $1/4$

The two-level bath is written with explicit two-entry vectors, and `d` may be any real number. The steps `f1`, `f2` and `f3` give the three fractions real denominators, using $i^2=-1$. They combine in `key` to $i$ times a nonnegative real number, whose modulus is the stated error.

```lean
/-- Two levels at `ε ± d` of weight `W / 2 ≥ 0` each, merged at `ε`: at the frequency
`ε + i y` with `y > 0` the error is exactly `W d² / (y (y² + d²))`. -/
theorem pair_error {W y : ℝ} (hW : 0 ≤ W) (hy : 0 < y) (ε d : ℝ) :
    ‖hybridization univ ![W / 2, W / 2] ![ε - d, ε + d] (ε + y * Complex.I)
      - (W : ℂ) / (ε + y * Complex.I - ε)‖ = W * d ^ 2 / (y * (y ^ 2 + d ^ 2)) := by
  have hne : ∀ x : ℝ, (ε : ℂ) + y * Complex.I - (x : ℂ) ≠ 0 := fun x =>
    norm_pos_iff.1 (lt_of_lt_of_le (by simpa using hy) (im_le_norm_sub _ x))
  have hyc : (y : ℂ) ≠ 0 := by exact_mod_cast hy.ne'
  have hD : (y : ℂ) ^ 2 + (d : ℂ) ^ 2 ≠ 0 := by
    have hr : y ^ 2 + d ^ 2 ≠ 0 := by positivity
    exact_mod_cast hr
  -- make the three denominators real
  have f1 : ((W / 2 : ℝ) : ℂ) / (ε + y * Complex.I - ((ε - d : ℝ) : ℂ)) =
      (W / 2 * (d - y * Complex.I)) / ((y : ℂ) ^ 2 + (d : ℂ) ^ 2) := by
    rw [div_eq_div_iff (hne _) hD]
    push_cast
    linear_combination ((W : ℂ) / 2 * y ^ 2) * Complex.I_sq
  have f2 : ((W / 2 : ℝ) : ℂ) / (ε + y * Complex.I - ((ε + d : ℝ) : ℂ)) =
      (W / 2 * (-d - y * Complex.I)) / ((y : ℂ) ^ 2 + (d : ℂ) ^ 2) := by
    rw [div_eq_div_iff (hne _) hD]
    push_cast
    linear_combination ((W : ℂ) / 2 * y ^ 2) * Complex.I_sq
  have f3 : (W : ℂ) / (ε + y * Complex.I - ε) = (-(W * Complex.I)) / (y : ℂ) := by
    rw [div_eq_div_iff (hne _) hyc]
    linear_combination ((W : ℂ) * y) * Complex.I_sq
  have key : hybridization univ ![W / 2, W / 2] ![ε - d, ε + d] (ε + y * Complex.I)
      - (W : ℂ) / (ε + y * Complex.I - ε) =
      ((W * d ^ 2 / (y * (y ^ 2 + d ^ 2)) : ℝ) : ℂ) * Complex.I := by
    rw [hybridization, Fin.sum_univ_two]
    change ((W / 2 : ℝ) : ℂ) / (ε + y * Complex.I - ((ε - d : ℝ) : ℂ))
      + ((W / 2 : ℝ) : ℂ) / (ε + y * Complex.I - ((ε + d : ℝ) : ℂ))
      - (W : ℂ) / (ε + y * Complex.I - ε) = _
    rw [f1, f2, f3]
    push_cast
    field_simp
    ring
  rw [key, norm_mul, Complex.norm_I, mul_one, Complex.norm_real,
    Real.norm_of_nonneg (by positivity)]
```

The last theorem fixes $W>0$, $y>0$ and $\varepsilon$, and assumes that a constant $C$ works for every half-width $d>0$. Setting $d=yt$ and inserting the exact error turns this into $1\le4C(1+t^2)$ for all $t>0$.

Letting $t\to0$ would finish the argument; the Lean proof uses two values of $t$ instead. Suppose $C<1/4$. The value $t=1$ shows that $C>0$. With $t=1-4C$, which lies strictly between $0$ and $1$, the inequality becomes $1\le(1-t)(1+t^2)$, that is, $t(1-t)+t^3\le0$. Both terms on the left are positive, a contradiction.

```lean
/-- The constant `1/4` is optimal: for fixed `W > 0` and `y > 0`, a constant `C` that bounds the
error of every symmetric pair of width `2 d > 0` by `C W (2 d)² / y³` is at least `1/4`. -/
theorem quarter_optimal {W y C : ℝ} (hW : 0 < W) (hy : 0 < y) (ε : ℝ)
    (hC : ∀ d : ℝ, 0 < d →
      ‖hybridization univ ![W / 2, W / 2] ![ε - d, ε + d] (ε + y * Complex.I)
        - (W : ℂ) / (ε + y * Complex.I - ε)‖ ≤ C * (W * (2 * d) ^ 2 / y ^ 3)) :
    1 / 4 ≤ C := by
  -- measure the half-width in units of y
  have key : ∀ t : ℝ, 0 < t → 1 ≤ 4 * C * (1 + t ^ 2) := by
    intro t ht
    have h := hC (y * t) (mul_pos hy ht)
    have e1 : W * (y * t) ^ 2 / (y * (y ^ 2 + (y * t) ^ 2)) =
        W * t ^ 2 / y * (1 / (1 + t ^ 2)) := by
      rw [show y ^ 2 + (y * t) ^ 2 = y ^ 2 * (1 + t ^ 2) by ring]
      field_simp
    have e2 : C * (W * (2 * (y * t)) ^ 2 / y ^ 3) = W * t ^ 2 / y * (4 * C) := by
      field_simp
      ring
    rw [pair_error hW.le hy, e1, e2] at h
    have h' := le_of_mul_le_mul_left h (by positivity)
    exact (div_le_iff₀ (by positivity)).1 h'
  by_contra hlt
  have hlt' : C < 1 / 4 := not_le.1 hlt
  have h1 := key 1 one_pos
  have ht : 0 < 1 - 4 * C := by linarith
  have ht1 : 0 < 4 * C := by linarith
  have h2 := key (1 - 4 * C) ht
  nlinarith [mul_pos ht ht1, pow_pos ht 3]

end

end BathDiscretization
```

```lean
#print axioms BathDiscretization.isCentroid_iff
-- 'BathDiscretization.isCentroid_iff' depends on axioms: [propext, Classical.choice, Quot.sound]
#print axioms BathDiscretization.merge_error_le
-- 'BathDiscretization.merge_error_le' depends on axioms: [propext, Classical.choice, Quot.sound]
#print axioms BathDiscretization.discretization_error_le
-- 'BathDiscretization.discretization_error_le' depends on axioms: [propext, Classical.choice, Quot.sound]
#print axioms BathDiscretization.quarter_optimal
-- 'BathDiscretization.quarter_optimal' depends on axioms: [propext, Classical.choice, Quot.sound]
```
